# Spin operators for finitely many orbitals satisfy the angular momentum algebra and commute with every spin-free Hamiltonian

## One orbital with two spins

Take a single orbital that can hold a spin-up and a spin-down electron. Let \(c_\uparrow, c_\downarrow\) create these electrons and \(a_\uparrow, a_\downarrow\) annihilate them. Two creators anticommute, two annihilators anticommute, and \(a_s c_t + c_t a_s = \delta_{st}\). The operator \(S_+ = c_\uparrow a_\downarrow\) turns a down spin up, and \(S_- = c_\downarrow a_\uparrow\) turns it back. In each product, move the inner annihilator past the creator on its right:

\[
\begin{aligned}
S_+S_- &= c_\uparrow a_\downarrow c_\downarrow a_\uparrow = c_\uparrow a_\uparrow - c_\uparrow c_\downarrow a_\downarrow a_\uparrow,\\
S_-S_+ &= c_\downarrow a_\uparrow c_\uparrow a_\downarrow = c_\downarrow a_\downarrow - c_\downarrow c_\uparrow a_\uparrow a_\downarrow .
\end{aligned}
\]

The two quartic terms are equal, because passing from one to the other exchanges both the creators and the annihilators, and the two minus signs cancel. Let \(S_z\) be half the difference of the spin-up and spin-down numbers. The commutator is therefore

\[
[S_+,S_-] = c_\uparrow a_\uparrow - c_\downarrow a_\downarrow = 2S_z .
\]

The products of four operators in the commutator have collapsed to products of two. The general case rests on the same cancellation.

## The algebra for many orbitals

Let \(p, q, r, w\) label orbitals from a finite set and \(s, t, u, v\) label spins. The operators \(c_{ps}\) and \(a_{ps}\) obey the canonical anticommutation relations (CAR): creators anticommute among themselves, annihilators do too, and

\[
a_{ps}c_{qt} + c_{qt}a_{ps} = \delta_{pq}\delta_{st}.
\]

These relations are assumed. They encode the antisymmetry of many-electron states, and hence the Pauli principle, for an orthonormal set of spin orbitals. Here both spins share the same spatial orbital \(p\). With different spatial orbitals for the two spins, as in an unrestricted calculation, the formulas for \(S_\pm\) below would also contain the overlaps between the two sets. Define

\[
G_{st} = \sum_p c_{ps}a_{pt},\qquad E_{pq} = \sum_s c_{ps}a_{qs},\qquad N = \sum_p E_{pp},
\]

\[
S_+ = G_{\uparrow\downarrow},\qquad S_- = G_{\downarrow\uparrow},\qquad S_z = \tfrac12(G_{\uparrow\uparrow} - G_{\downarrow\downarrow}).
\]

Spin is measured in units of \(\hbar\). The claim is that

\[
[S_+,S_-]=2S_z,\qquad [S_z,S_+]=S_+,\qquad [S_z,S_-]=-S_-,
\]

and that all three operators commute with \(N\) and with every spin-free Hamiltonian of the form given below.

**Two pairs.** Moving the inner annihilator to the right in each product gives

\[
\begin{aligned}
c_{ps}a_{qt}\,c_{ru}a_{wv} &= \delta_{qr}\delta_{tu}\,c_{ps}a_{wv} - c_{ps}c_{ru}a_{qt}a_{wv},\\
c_{ru}a_{wv}\,c_{ps}a_{qt} &= \delta_{wp}\delta_{vs}\,c_{ru}a_{qt} - c_{ru}c_{ps}a_{wv}a_{qt}.
\end{aligned}
\]

The quartic terms agree after two sign changes, so

\[
[c_{ps}a_{qt},\,c_{ru}a_{wv}] = \delta_{qr}\delta_{tu}\,c_{ps}a_{wv} - \delta_{wp}\delta_{vs}\,c_{ru}a_{qt}.
\]

**Sum over orbitals.** Set \(q=p\) and \(w=r\), then sum over \(p\) and \(r\). Each orbital delta removes one sum:

\[
[G_{st},G_{uv}] = \delta_{tu}G_{sv} - \delta_{vs}G_{ut}.
\]

This is the commutation rule of \(2\times2\) matrix units. It gives \([S_+,S_-] = G_{\uparrow\uparrow}-G_{\downarrow\downarrow} = 2S_z\). It also gives \([G_{\uparrow\uparrow},S_+]=S_+\) and \([G_{\downarrow\downarrow},S_+]=-S_+\), and half the difference is \([S_z,S_+]=S_+\). For \(S_-\) the two signs are reversed, and the result is \(-S_-\).

**Sum over spin in one factor.** With \(\sigma\) as the summed spin in \(E_{pq}\),

\[
[E_{pq},G_{st}] = \sum_{\sigma,r}\left(\delta_{qr}\delta_{\sigma s}\,c_{p\sigma}a_{rt} - \delta_{rp}\delta_{t\sigma}\,c_{rs}a_{q\sigma}\right) = c_{ps}a_{qt}-c_{ps}a_{qt}=0 .
\]

Since \(N\) is a sum of the \(E_{pp}\), it commutes with every \(G_{st}\), and so with \(S_+\), \(S_-\) and \(S_z\).

**The Hamiltonian.** With one-electron integrals \(h_{pq}\) and two-electron integrals \(g_{pqrs}=(pq|rs)\), where \(s\) is now an orbital, put

\[
H=\sum_{pq}h_{pq}E_{pq}+\tfrac12\sum_{pqrs}g_{pqrs}\left(E_{pq}E_{rs}-\delta_{qr}E_{ps}\right).
\]

Every term is built from the \(E_{pq}\) by products, sums and scalar factors. An operator that commutes with all \(E_{pq}\) therefore commutes with \(H\).

For \(s\neq t\), the two terms that cancel in \([E_{pq},G_{st}]\) come from different values of \(\sigma\), so both spins must enter with equal weight. A single spin component \(c_{p\sigma}a_{q\sigma}\) commutes with \(S_z\), but not in general with \(S_+\) or \(S_-\). For example, \([c_{p\uparrow}a_{q\uparrow},S_+]=c_{p\uparrow}a_{q\downarrow}\). A one-electron operator with different integrals for the two spins, such as an unrestricted Fock operator, therefore does not in general commute with \(S_+\).

For this Hamiltonian, which has no spin-dependent terms such as spin-orbit coupling, magnetic spin-spin coupling or the coupling of spins to a magnetic field, conservation of \(S_z\) allows the Hamiltonian matrix to be split into blocks of fixed spin projection. Conservation of \(S_\pm\) gives equal energies to the members of a spin multiplet.

## Operators and relations in Lean

```lean
import Mathlib

open Matrix

namespace FermionSpinOperators

noncomputable section
```

The spin label is a type with exactly two values.

```lean
/-- The two spin projections of an electron. -/
inductive Spin
  | up
  | down
  deriving DecidableEq

instance : Fintype Spin := ⟨{.up, .down}, fun s => by cases s <;> simp⟩
```

The orbitals form a finite type `ι`, and the operators are elements of an arbitrary complex algebra `A`. The structure `CAR c a` collects the three families of anticommutators: `cc` for creators, `aa` for annihilators and `ac` for the mixed case.

```lean
variable {ι A : Type*} [Fintype ι] [DecidableEq ι] [Ring A] [Algebra ℂ A]

/-- The canonical anticommutation relations for creation operators `c p s` and
annihilation operators `a p s`, with orbital `p` and spin `s`. -/
structure CAR {ι A : Type*} [DecidableEq ι] [Ring A] (c a : ι → Spin → A) : Prop where
  cc : ∀ p s q t, c p s * c q t + c q t * c p s = 0
  aa : ∀ p s q t, a p s * a q t + a q t * a p s = 0
  ac : ∀ p s q t, a p s * c q t + c q t * a p s = if p = q ∧ s = t then 1 else 0
```

No adjoint appears here: `c p s` is not required to be the Hermitian conjugate of `a p s`. The usual operators on Fock space are one instance. The set of orbitals may also be empty, in which case all the sums below vanish.

The next definitions are \(G_{st}\), \(E_{pq}\) and \(N\).

```lean
/-- The operator that replaces spin `t` by spin `s`, summed over all orbitals. -/
def spinGen {ι A : Type*} [Fintype ι] [Ring A] (c a : ι → Spin → A) (s t : Spin) : A :=
  ∑ p, c p s * a p t

/-- The spin-summed excitation operator from orbital `q` to orbital `p`. -/
def excitation {ι A : Type*} [Ring A] (c a : ι → Spin → A) (p q : ι) : A :=
  ∑ s, c p s * a q s

/-- The total particle number `N`. -/
def number {ι A : Type*} [Fintype ι] [Ring A] (c a : ι → Spin → A) : A :=
  ∑ p, ∑ s, c p s * a p s
```

The spin operators follow. The normalisation is that of \(S_\pm = S_x \pm iS_y\), without a factor \(1/\sqrt2\).

```lean
/-- The spin raising operator `S₊`. -/
def sPlus {ι A : Type*} [Fintype ι] [Ring A] (c a : ι → Spin → A) : A :=
  spinGen c a .up .down

/-- The spin lowering operator `S₋`. -/
def sMinus {ι A : Type*} [Fintype ι] [Ring A] (c a : ι → Spin → A) : A :=
  spinGen c a .down .up

/-- The spin projection `S_z`, half the difference of the spin-up and spin-down numbers. -/
def sZ (c a : ι → Spin → A) : A :=
  (1 / 2 : ℂ) • (spinGen c a .up .up - spinGen c a .down .down)
```

In the Hamiltonian, `h` and `g` are arbitrary complex functions of the orbital indices. Neither Hermiticity nor any permutation symmetry of the integrals is required. The subtracted term puts the two-electron part in normal order, which removes the interaction of an electron with itself.

```lean
/-- The spin-free electronic Hamiltonian with one-electron integrals `h p q` and
two-electron integrals `g p q r s` in the charge-density order `(pq|rs)`. -/
def hamiltonian (c a : ι → Spin → A) (h : ι → ι → ℂ) (g : ι → ι → ι → ι → ℂ) : A :=
  ∑ p, ∑ q, h p q • excitation c a p q +
    (1 / 2 : ℂ) • ∑ p, ∑ q, ∑ r, ∑ s, g p q r s •
      (excitation c a p q * excitation c a r s - if q = r then excitation c a p s else 0)
```

## From pairs to sums

The brackets `⁅x, y⁆` denote the ring commutator \(xy-yx\). The first lemma takes the commutator inside two finite sums.

```lean
/-- The commutator of two finite sums is the double sum of the commutators. -/
theorem sum_bracket {α β R : Type*} [Fintype α] [Fintype β] [Ring R]
    (f : α → R) (g : β → R) : ⁅∑ i, f i, ∑ j, g j⁆ = ∑ i, ∑ j, ⁅f i, g j⁆ := by
  simp only [Ring.lie_def, Finset.sum_sub_distrib, Finset.sum_mul_sum]
  congr 1
  exact Finset.sum_comm
```

The next lemma is the commutator of two pairs. Its inner statement `key` is the calculation by hand with neutral letters: `x` and `z` are the creators, `y` and `k` the annihilators, and `d` and `e` the values of the two mixed anticommutators. The step `h7` says that the two quartic terms agree, since both factors change sign. The identity `h8` holds in any noncommutative ring and separates the contracted terms from the quartic ones. The final lines insert the CAR and go through the cases of the two deltas, which appear in Lean as `if` expressions.

```lean
omit [Fintype ι] [Algebra ℂ A] in
/-- The commutator of two creation-annihilation pairs is a difference of single pairs,
each present only when the contracted orbitals and spins agree. -/
theorem pair_commutator {c a : ι → Spin → A} (h : CAR c a) (p q r w : ι) (s t u v : Spin) :
    ⁅c p s * a q t, c r u * a w v⁆ =
      (if q = r ∧ t = u then c p s * a w v else 0) -
        (if w = p ∧ v = s then c r u * a q t else 0) := by
  -- move the inner annihilator past the creator, then reorder the quartic remainder
  have key : ∀ x y z k d e : A, y * z + z * y = d → k * x + x * k = e →
      x * z + z * x = 0 → y * k + k * y = 0 →
      x * y * (z * k) - z * k * (x * y) = x * d * k - z * e * y := by
    intro x y z k d e h1 h2 h3 h4
    subst h1 h2
    have h5 : x * z = -(z * x) := eq_neg_of_add_eq_zero_left h3
    have h6 : y * k = -(k * y) := eq_neg_of_add_eq_zero_left h4
    have h7 : x * z * (y * k) = z * x * (k * y) := by rw [h5, h6, neg_mul_neg]
    have h8 : x * (y * z + z * y) * k - z * (k * x + x * k) * y =
        x * y * (z * k) - z * k * (x * y) + (x * z * (y * k) - z * x * (k * y)) := by
      noncomm_ring
    rw [h8, h7, sub_self, add_zero]
  rw [Ring.lie_def, key _ _ _ _ _ _ (h.ac q t r u) (h.ac w v p s) (h.cc p s r u)
    (h.aa q t w v)]
  split_ifs <;> simp
```

Summing over orbitals gives the matrix-unit rule. After `sum_bracket` and `pair_commutator`, the proof distinguishes whether `t = u` and whether `v = s`, and `simp` evaluates the orbital sums.

```lean
omit [Algebra ℂ A] in
/-- The orbital-summed spin replacement operators obey the commutation relations of
the matrix units of two-by-two matrices. -/
theorem spinGen_commutator {c a : ι → Spin → A} (h : CAR c a) (s t u v : Spin) :
    ⁅spinGen c a s t, spinGen c a u v⁆ =
      (if t = u then spinGen c a s v else 0) - (if v = s then spinGen c a u t else 0) := by
  unfold spinGen
  rw [sum_bracket]
  simp only [pair_commutator h]
  by_cases ht : t = u <;> by_cases hv : v = s <;>
    simp [ht, hv, Finset.sum_sub_distrib]
```

For the excitations the same two lemmas are used, but one sum now runs over spin. Both terms reduce to \(c_{ps}a_{qt}\), so the commutator is zero. The last two lines turn this into `Commute`, which means \(xy=yx\).

```lean
omit [Algebra ℂ A] in
/-- Spin-summed excitations commute with every orbital-summed spin replacement. -/
theorem excitation_commute {c a : ι → Spin → A} (h : CAR c a) (p q : ι) (s t : Spin) :
    Commute (excitation c a p q) (spinGen c a s t) := by
  have h0 : ⁅excitation c a p q, spinGen c a s t⁆ = 0 := by
    unfold excitation spinGen
    rw [sum_bracket]
    simp only [pair_commutator h]
    simp [ite_and, Finset.sum_sub_distrib]
  rw [Ring.lie_def] at h0
  exact sub_eq_zero.mp h0
```

## The spin algebra and particle number

The theorem `spin_algebra` has one hypothesis, the CAR, and six conclusions: the three commutators and the three statements that \(N\) commutes with a spin operator.

```lean
/-- The many-electron spin operators satisfy the angular momentum commutation relations,
and each of them commutes with the particle number. -/
theorem spin_algebra {c a : ι → Spin → A} (h : CAR c a) :
    ⁅sPlus c a, sMinus c a⁆ = (2 : ℂ) • sZ c a ∧
    ⁅sZ c a, sPlus c a⁆ = sPlus c a ∧
    ⁅sZ c a, sMinus c a⁆ = -sMinus c a ∧
    Commute (number c a) (sPlus c a) ∧
    Commute (number c a) (sMinus c a) ∧
    Commute (number c a) (sZ c a) := by
  -- the number operator is the sum of the diagonal excitations
  have hN : ∀ s t, Commute (number c a) (spinGen c a s t) := fun s t =>
    Commute.sum_left _ _ _ fun p _ => excitation_commute h p p s t
  -- the commutator is linear in its first entry
  have hZ : ∀ X Y P : A, ⁅(1 / 2 : ℂ) • (X - Y), P⁆ = (1 / 2 : ℂ) • (⁅X, P⁆ - ⁅Y, P⁆) := by
    intro X Y P
    simp only [Ring.lie_def, smul_mul_assoc, mul_smul_comm, sub_mul, mul_sub]
    module
  refine ⟨?_, ?_, ?_, hN _ _, hN _ _, ((hN _ _).sub_right (hN _ _)).smul_right _⟩
  · simp only [sPlus, sMinus, sZ, spinGen_commutator h, if_true]
    module
  · simp only [sPlus, sZ, hZ, spinGen_commutator h, reduceCtorEq,
      if_true, if_false]
    module
  · simp only [sMinus, sZ, hZ, spinGen_commutator h, reduceCtorEq,
      if_true, if_false]
    module
```

The auxiliary fact `hN` treats \(N\) as the sum of diagonal excitations, and `hZ` is the linearity of the commutator that was used above to split \(S_z\). For each of the three brackets, `spinGen_commutator` supplies the matrix-unit rule, and `module` collects the scalar factors, such as \(\tfrac12(S_+ + S_+)=S_+\).

## Conservation of spin by the Hamiltonian

The second main theorem states that \(H\) commutes with \(S_+\), \(S_-\) and \(S_z\), for any choice of integrals.

```lean
/-- Every spin-free electronic Hamiltonian commutes with `S₊`, `S₋` and `S_z`. -/
theorem hamiltonian_conserves_spin {c a : ι → Spin → A} (hc : CAR c a)
    (h : ι → ι → ℂ) (g : ι → ι → ι → ι → ℂ) :
    Commute (hamiltonian c a h g) (sPlus c a) ∧
    Commute (hamiltonian c a h g) (sMinus c a) ∧
    Commute (hamiltonian c a h g) (sZ c a) := by
  have key : ∀ s t, Commute (hamiltonian c a h g) (spinGen c a s t) := by
    intro s t
    have hE := fun p q => excitation_commute hc p q s t
    unfold hamiltonian
    refine Commute.add_left ?_ (Commute.smul_left ?_ _)
    · exact Commute.sum_left _ _ _ fun p _ => Commute.sum_left _ _ _ fun q _ =>
        (hE p q).smul_left _
    · refine Commute.sum_left _ _ _ fun p _ => Commute.sum_left _ _ _ fun q _ =>
        Commute.sum_left _ _ _ fun r _ => Commute.sum_left _ _ _ fun w _ =>
          Commute.smul_left (Commute.sub_left ((hE p q).mul_left (hE r w)) ?_) _
      split_ifs
      · exact hE p w
      · exact Commute.zero_left _
  exact ⟨key _ _, key _ _, ((key _ _).sub_right (key _ _)).smul_right _⟩
```

Here `key` proves that \(H\) commutes with every \(G_{st}\) by following the structure of the Hamiltonian: sums, scalar multiples, the product \(E_{pq}E_{rw}\) and the subtracted term. The fourth orbital index is called `w` in this proof because `s` is already a spin. The three conclusions are then special cases, with \(S_z\) obtained as a scaled difference.

The total spin \(S^2 = S_-S_+ + S_z(S_z+1)\) is a polynomial in these operators, so its conservation follows directly, although the file does not state it as a theorem.

## Matrices for a single orbital

The relations assumed in `CAR` are realised by concrete matrices. For one orbital, take the basis of the empty, spin-down, spin-up and doubly occupied states, with the last defined as \(c_\uparrow c_\downarrow\) acting on the empty state.

```lean
/-- Annihilation matrices for one orbital, in the basis empty, down, up, doubly occupied. -/
def annMatrix : Spin → Matrix (Fin 4) (Fin 4) ℂ
  | .up => !![0, 0, 1, 0; 0, 0, 0, 1; 0, 0, 0, 0; 0, 0, 0, 0]
  | .down => !![0, 1, 0, 0; 0, 0, 0, 0; 0, 0, 0, -1; 0, 0, 0, 0]
```

The entry \(-1\) comes from this ordering: \(a_\downarrow\) must pass \(c_\uparrow\) before it reaches \(c_\downarrow\). The matrices are real, so their transposes are their adjoints and serve as the creators.

```lean
/-- The explicit four-by-four matrices of one orbital and their transposes satisfy the
canonical anticommutation relations. -/
theorem CAR_witness :
    CAR (fun (_ : Unit) s => (annMatrix s)ᵀ) (fun (_ : Unit) s => annMatrix s) := by
  constructor <;> intro p s q t <;> cases s <;> cases t <;> ext i j <;>
    simp only [Matrix.add_apply, Matrix.mul_apply, Matrix.transpose_apply,
      Fin.sum_univ_four] <;>
    fin_cases i <;> fin_cases j <;> simp [annMatrix]

end

end FermionSpinOperators
```

The proof runs through the three families of relations and all pairs of spins, and compares the matrices entry by entry. With these matrices the two theorems apply to the one-orbital system of the opening example, where \(S_+\) takes the spin-down state to the spin-up state and gives zero on the other three.

```lean
#print axioms FermionSpinOperators.spin_algebra
#print axioms FermionSpinOperators.hamiltonian_conserves_spin
```

```
'FermionSpinOperators.spin_algebra' depends on axioms: [propext, Classical.choice, Quot.sound]
'FermionSpinOperators.hamiltonian_conserves_spin' depends on axioms: [propext, Classical.choice, Quot.sound]
```
